# An orthogonalizing Jacobi rotation multiplies the product of two squared column norms by 1 − k²

## Two unit vectors mixed by a 45° rotation

Take two real unit vectors $a_p$ and $a_q$ with inner product $k\ne0$, and form

$$a_p'=\frac{a_p-a_q}{\sqrt2},\qquad a_q'=\frac{a_p+a_q}{\sqrt2}.$$

The new vectors are orthogonal, with squared norms $1-k$ and $1+k$. Their sum is still $2$, but their product has dropped from $1$ to $1-k^2$. The rotation mixes the two vectors instead of turning each of them in space, so it can remove the overlap and make the lengths unequal.

One-sided Jacobi methods for the singular value decomposition apply such rotations to pairs of columns, with an angle chosen for each pair, until all columns are orthogonal to within a tolerance. For a matrix with at least as many rows as columns, the column norms then approximate the singular values. If the columns are real orbital coefficients in a finite orthonormal basis, $k$ is the overlap of the two orbitals after normalisation.

## The statement for a general matrix

Let $A$ be a real matrix with finitely many rows and columns, and let $p\ne q$ label two nonzero columns $a_p,a_q$. Write

$$x=\|a_p\|^2,\quad y=\|a_q\|^2,\quad z=a_p\cdot a_q,\quad k=\frac{z}{\sqrt x\sqrt y}.$$

In Lean, `colDot A i j` is the inner product of columns $i$ and $j$, so `colDot A p p` is the squared norm $x$, and `colCos A p q` is $k$. The matrix `planeRotation p q c s` acts from the right and fixes the sign convention

$$a_p'=c\,a_p-s\,a_q,\qquad a_q'=s\,a_p+c\,a_q,$$

with all other columns unchanged. The hypothesis `hcs` says $c^2+s^2=1$, and `horth` says that the new columns are orthogonal.

Under these hypotheses, `one_sided_jacobi_step` states that the sum of all squared column norms is unchanged and that the product for the pair, divided by its old value, is $1-k^2$. For plain norms the factor would be $\sqrt{1-k^2}$. If the columns are parallel, $k^2=1$ and one new column is zero.

The theorems describe a single rotation in exact real arithmetic. Convergence of repeated sweeps, rounding and complex matrices are not treated.

## The invariant Gram determinant

Primes denote values after the rotation. Expanding the inner products gives

$$\begin{aligned}
x'&=c^2x-2cs\,z+s^2y,\\
y'&=s^2x+2cs\,z+c^2y,\\
z'&=cs(x-y)+(c^2-s^2)z.
\end{aligned}$$

Adding the first two lines gives $x'+y'=(c^2+s^2)(x+y)=x+y$. The other columns do not change, so the full sum is preserved.

The $2\times2$ Gram matrix transforms as

$$\begin{pmatrix}x'&z'\\z'&y'\end{pmatrix}=R^T\begin{pmatrix}x&z\\z&y\end{pmatrix}R,\qquad R=\begin{pmatrix}c&s\\-s&c\end{pmatrix}.$$

Since $\det R=c^2+s^2=1$, we have $x'y'-z'^2=xy-z^2$. Dividing by $xy>0$ gives, for every rotation,

$$\frac{x'y'}{xy}=1-k^2+\frac{z'^2}{xy}.$$

Setting $z'=0$ gives the claim. The last term is nonnegative, so $1-k^2$ is the minimum over rotations in this plane, reached exactly when $z'=0$.

An orthogonalizing rotation always exists. If $z=0$, take $c=1$, $s=0$. Otherwise put $t=s/c$ and $D=x-y$; then $z'=0$ becomes $tD+(1-t^2)z=0$, which is solved by

$$t=\frac{D+\sqrt{D^2+4z^2}}{2z},\qquad c=\frac1{\sqrt{1+t^2}},\qquad s=tc.$$

This root need not give the smaller rotation angle.

If all columns of $A$ are nonzero and the rotation makes $z'=0$, the unchanged norms cancel in the ratio of the products of all squared column norms, which is therefore also $1-k^2$.

## The Lean file

```lean
import Mathlib

open Matrix

namespace OneSidedJacobi

noncomputable section

variable {m n : Type*} [Fintype m] [Fintype n] [DecidableEq n]

/-- The matrix that mixes coordinates `p` and `q` with coefficients `c` and `s`. It is a plane
rotation if `p ≠ q` and `c² + s² = 1`. -/
def planeRotation (p q : n) (c s : ℝ) : Matrix n n ℝ :=
  Matrix.of fun i j =>
    if j = p then (if i = p then c else 0) - (if i = q then s else 0)
    else if j = q then (if i = p then s else 0) + (if i = q then c else 0)
    else if i = j then 1 else 0

/-- The inner product of columns `i` and `j`; for `i = j` it is the squared column norm. -/
def colDot (A : Matrix m n ℝ) (i j : n) : ℝ := ∑ r, A r i * A r j

/-- The cosine of the angle between columns `p` and `q` if both are nonzero; otherwise the value is
`0`. -/
def colCos (A : Matrix m n ℝ) (p q : n) : ℝ :=
  colDot A p q / (√(colDot A p p) * √(colDot A q q))

omit [Fintype m] in
/-- The entries of `A * planeRotation p q c s` for `p ≠ q`: columns `p` and `q` are mixed, and every
other column is unchanged. -/
theorem mul_planeRotation (A : Matrix m n ℝ) {p q : n} (hpq : p ≠ q) (c s : ℝ) (r : m) :
    (A * planeRotation p q c s) r p = c * A r p - s * A r q ∧
    (A * planeRotation p q c s) r q = s * A r p + c * A r q ∧
    ∀ j, j ≠ p → j ≠ q → (A * planeRotation p q c s) r j = A r j := by
  refine ⟨?_, ?_, fun j hp hq => ?_⟩
  · simp [planeRotation, Matrix.mul_apply, mul_sub, Finset.sum_sub_distrib]
    ring
  · simp [planeRotation, Matrix.mul_apply, hpq.symm, mul_add, Finset.sum_add_distrib]
    ring
  · simp [planeRotation, Matrix.mul_apply, hp, hq]

/-- The squared norms and the inner product of the two new columns, in terms of the old ones. -/
theorem colDot_rotated (A : Matrix m n ℝ) {p q : n} (hpq : p ≠ q) (c s : ℝ) :
    colDot (A * planeRotation p q c s) p p =
      c ^ 2 * colDot A p p - 2 * c * s * colDot A p q + s ^ 2 * colDot A q q ∧
    colDot (A * planeRotation p q c s) q q =
      s ^ 2 * colDot A p p + 2 * c * s * colDot A p q + c ^ 2 * colDot A q q ∧
    colDot (A * planeRotation p q c s) p q =
      c * s * colDot A p p + (c ^ 2 - s ^ 2) * colDot A p q - c * s * colDot A q q := by
  have hp := fun r => (mul_planeRotation A hpq c s r).1
  have hq := fun r => (mul_planeRotation A hpq c s r).2.1
  refine ⟨?_, ?_, ?_⟩ <;>
  · simp only [colDot, hp, hq, Finset.mul_sum, ← Finset.sum_add_distrib,
      ← Finset.sum_sub_distrib]
    exact Finset.sum_congr rfl fun r _ => by ring

omit [Fintype n] [DecidableEq n] in
/-- A nonzero column has positive squared norm. -/
theorem colDot_self_pos (A : Matrix m n ℝ) {j : n} (h : (fun r => A r j) ≠ 0) :
    0 < colDot A j j := by
  obtain ⟨r, hr⟩ := Function.ne_iff.1 h
  exact Finset.sum_pos' (fun i _ => mul_self_nonneg _)
    ⟨r, Finset.mem_univ r, mul_self_pos.2 hr⟩

/-- Some plane rotation makes columns `p` and `q` orthogonal. -/
theorem exists_orthogonalizing_rotation (A : Matrix m n ℝ) {p q : n} (hpq : p ≠ q) :
    ∃ c s : ℝ, c ^ 2 + s ^ 2 = 1 ∧ colDot (A * planeRotation p q c s) p q = 0 := by
  -- the tangent `t` of the rotation angle solves a quadratic equation
  have key : ∀ D X : ℝ, ∃ t : ℝ, t * D + (1 - t ^ 2) * X = 0 := by
    intro D X
    by_cases hX : X = 0
    · exact ⟨0, by simp [hX]⟩
    · have hR : √(D ^ 2 + 4 * X ^ 2) ^ 2 = D ^ 2 + 4 * X ^ 2 := Real.sq_sqrt (by positivity)
      obtain ⟨t, ht⟩ : ∃ t : ℝ, 2 * X * t = D + √(D ^ 2 + 4 * X ^ 2) :=
        ⟨(D + √(D ^ 2 + 4 * X ^ 2)) / (2 * X),
          mul_div_cancel₀ _ (mul_ne_zero two_ne_zero hX)⟩
      refine ⟨t, mul_left_cancel₀ (mul_ne_zero four_ne_zero hX) ?_⟩
      linear_combination (-(2 * X * t - D + √(D ^ 2 + 4 * X ^ 2))) * ht - hR
  obtain ⟨t, ht⟩ := key (colDot A p p - colDot A q q) (colDot A p q)
  obtain ⟨w, hw0, hw⟩ : ∃ w : ℝ, 0 < w ∧ w ^ 2 = 1 + t ^ 2 :=
    ⟨√(1 + t ^ 2), by positivity, Real.sq_sqrt (by positivity)⟩
  have hc : w⁻¹ ^ 2 * (1 + t ^ 2) = 1 := by
    rw [← hw, ← mul_pow, inv_mul_cancel₀ hw0.ne', one_pow]
  refine ⟨w⁻¹, t * w⁻¹, by linear_combination hc, ?_⟩
  rw [(colDot_rotated A hpq _ _).2.2]
  linear_combination w⁻¹ ^ 2 * ht

/-- For any plane rotation, the product of the two squared column norms changes by the factor `1 -
k²` plus a term quadratic in the new inner product. Here `k` is the cosine between the two original
columns, which are assumed nonzero. -/
theorem product_ratio (A : Matrix m n ℝ) {p q : n} (hpq : p ≠ q)
    (hp : (fun r => A r p) ≠ 0) (hq : (fun r => A r q) ≠ 0)
    {c s : ℝ} (hcs : c ^ 2 + s ^ 2 = 1) :
    colDot (A * planeRotation p q c s) p p * colDot (A * planeRotation p q c s) q q /
      (colDot A p p * colDot A q q) =
    1 - colCos A p q ^ 2 +
      colDot (A * planeRotation p q c s) p q ^ 2 / (colDot A p p * colDot A q q) := by
  have hP := colDot_self_pos A hp
  have hQ := colDot_self_pos A hq
  have hk : colCos A p q ^ 2 = colDot A p q ^ 2 / (colDot A p p * colDot A q q) := by
    unfold colCos
    rw [div_pow, mul_pow, Real.sq_sqrt hP.le, Real.sq_sqrt hQ.le]
  -- the Gram determinant of the pair is invariant under the rotation
  have e : colDot (A * planeRotation p q c s) p p * colDot (A * planeRotation p q c s) q q =
      colDot A p p * colDot A q q - colDot A p q ^ 2 +
        colDot (A * planeRotation p q c s) p q ^ 2 := by
    obtain ⟨h1, h2, h3⟩ := colDot_rotated A hpq c s
    rw [h1, h2, h3]
    linear_combination
      (colDot A p p * colDot A q q - colDot A p q ^ 2) * (c ^ 2 + s ^ 2 + 1) * hcs
  rw [e, hk, add_div, sub_div, div_self (mul_pos hP hQ).ne']

/-- A plane rotation that makes columns `p` and `q` orthogonal keeps the sum of all squared column
norms and multiplies the product of the squared norms of columns `p` and `q` by `1 - k²`, where `k`
is the cosine between the two original columns, which are assumed nonzero. -/
theorem one_sided_jacobi_step (A : Matrix m n ℝ) {p q : n} (hpq : p ≠ q)
    (hp : (fun r => A r p) ≠ 0) (hq : (fun r => A r q) ≠ 0)
    {c s : ℝ} (hcs : c ^ 2 + s ^ 2 = 1)
    (horth : colDot (A * planeRotation p q c s) p q = 0) :
    ∑ j, colDot (A * planeRotation p q c s) j j = ∑ j, colDot A j j ∧
    colDot (A * planeRotation p q c s) p p * colDot (A * planeRotation p q c s) q q /
      (colDot A p p * colDot A q q) = 1 - colCos A p q ^ 2 := by
  constructor
  · -- separate the two rotated columns from the untouched ones
    have hmem : q ∈ Finset.univ.erase p := Finset.mem_erase.2 ⟨hpq.symm, Finset.mem_univ q⟩
    have split : ∀ f : n → ℝ,
        ∑ j, f j = f p + f q + ∑ j ∈ (Finset.univ.erase p).erase q, f j := fun f => by
      rw [add_assoc, Finset.add_sum_erase _ f hmem, Finset.add_sum_erase _ f (Finset.mem_univ p)]
    have rest : ∑ j ∈ (Finset.univ.erase p).erase q, colDot (A * planeRotation p q c s) j j =
        ∑ j ∈ (Finset.univ.erase p).erase q, colDot A j j := by
      refine Finset.sum_congr rfl fun j hj => Finset.sum_congr rfl fun r _ => ?_
      have hj' := Finset.mem_erase.1 hj
      rw [(mul_planeRotation A hpq c s r).2.2 j (Finset.mem_erase.1 hj'.2).1 hj'.1]
    obtain ⟨h1, h2, -⟩ := colDot_rotated A hpq c s
    rw [split (fun j => colDot (A * planeRotation p q c s) j j),
      split (fun j => colDot A j j), rest, h1, h2]
    linear_combination (colDot A p p + colDot A q q) * hcs
  · rw [product_ratio A hpq hp hq hcs, horth]
    simp

/-- No rotation in the plane of `p` and `q` multiplies the product of the two squared norms by less
than `1 - k²`, and this factor is reached exactly when the new columns are orthogonal. Here `k` is
the cosine between the two original columns, which are assumed nonzero. -/
theorem product_ratio_minimal (A : Matrix m n ℝ) {p q : n} (hpq : p ≠ q)
    (hp : (fun r => A r p) ≠ 0) (hq : (fun r => A r q) ≠ 0)
    {c s : ℝ} (hcs : c ^ 2 + s ^ 2 = 1) :
    1 - colCos A p q ^ 2 ≤
      colDot (A * planeRotation p q c s) p p * colDot (A * planeRotation p q c s) q q /
        (colDot A p p * colDot A q q) ∧
    (colDot (A * planeRotation p q c s) p p * colDot (A * planeRotation p q c s) q q /
        (colDot A p p * colDot A q q) = 1 - colCos A p q ^ 2 ↔
      colDot (A * planeRotation p q c s) p q = 0) := by
  have hPQ := mul_pos (colDot_self_pos A hp) (colDot_self_pos A hq)
  rw [product_ratio A hpq hp hq hcs]
  refine ⟨le_add_of_nonneg_right (div_nonneg (sq_nonneg _) hPQ.le), fun h => ?_, fun h => ?_⟩
  · rcases div_eq_zero_iff.1 (add_eq_left.1 h) with h0 | h0
    · exact (pow_eq_zero_iff two_ne_zero).1 h0
    · exact absurd h0 hPQ.ne'
  · rw [h]
    simp

/-- If all columns are nonzero, an orthogonalizing rotation multiplies the product of all squared
column norms by `1 - k²`, where `k` is the cosine between the original columns `p` and `q`. -/
theorem full_product_ratio (A : Matrix m n ℝ) {p q : n} (hpq : p ≠ q)
    (hA : ∀ j, (fun r => A r j) ≠ 0) {c s : ℝ} (hcs : c ^ 2 + s ^ 2 = 1)
    (horth : colDot (A * planeRotation p q c s) p q = 0) :
    (∏ j, colDot (A * planeRotation p q c s) j j) / (∏ j, colDot A j j) =
      1 - colCos A p q ^ 2 := by
  have hmem : q ∈ Finset.univ.erase p := Finset.mem_erase.2 ⟨hpq.symm, Finset.mem_univ q⟩
  have split : ∀ f : n → ℝ,
      ∏ j, f j = f p * f q * ∏ j ∈ (Finset.univ.erase p).erase q, f j := fun f => by
    rw [mul_assoc, Finset.mul_prod_erase _ f hmem, Finset.mul_prod_erase _ f (Finset.mem_univ p)]
  have rest : ∏ j ∈ (Finset.univ.erase p).erase q, colDot (A * planeRotation p q c s) j j =
      ∏ j ∈ (Finset.univ.erase p).erase q, colDot A j j := by
    refine Finset.prod_congr rfl fun j hj => Finset.sum_congr rfl fun r _ => ?_
    have hj' := Finset.mem_erase.1 hj
    rw [(mul_planeRotation A hpq c s r).2.2 j (Finset.mem_erase.1 hj'.2).1 hj'.1]
  -- the untouched columns cancel in the ratio
  rw [split (fun j => colDot (A * planeRotation p q c s) j j),
    split (fun j => colDot A j j), rest,
    mul_div_mul_right _ _ (Finset.prod_pos fun j _ => colDot_self_pos A (hA j)).ne']
  exact (one_sided_jacobi_step A hpq (hA p) (hA q) hcs horth).2

end

end OneSidedJacobi
```

```lean
#print axioms OneSidedJacobi.exists_orthogonalizing_rotation
#print axioms OneSidedJacobi.product_ratio_minimal
#print axioms OneSidedJacobi.full_product_ratio
```

```
'OneSidedJacobi.exists_orthogonalizing_rotation' depends on axioms: [propext, Classical.choice, Quot.sound]
'OneSidedJacobi.product_ratio_minimal' depends on axioms: [propext, Classical.choice, Quot.sound]
'OneSidedJacobi.full_product_ratio' depends on axioms: [propext, Classical.choice, Quot.sound]
```

## How the proof follows the algebra

`mul_planeRotation` computes the entries of the new columns, and `colDot_rotated` sums them into the three formulas for $x'$, $y'$ and $z'$. `colDot_self_pos` supplies $x,y>0$.

In `exists_orthogonalizing_rotation`, the step `key` solves the quadratic for $t$, and `w` is $\sqrt{1+t^2}$.

In `product_ratio`, `hk` squares the cosine and `e` is the determinant identity. Its `linear_combination` uses $(c^2+s^2)^2-1=(c^2+s^2+1)(c^2+s^2-1)$, whose last factor vanishes by `hcs`.

`one_sided_jacobi_step` separates columns $p$ and $q$ from the rest with `split`, matches the rest with `rest`, and obtains the product law by inserting `horth` into `product_ratio`. `product_ratio_minimal` reads off the sign and the zeros of the extra term. `full_product_ratio` repeats the separation for products and cancels the common positive factor.
